# Deleting the coupling between two noninitiators can lower or raise the ground energy

Suppose that the initiator approximation of full configuration interaction quantum Monte Carlo (FCIQMC) is modelled by deleting every coupling between different noninitiators. The lowest eigenvalue that remains need not be an upper bound to the exact one, and three determinants suffice to show it. Take

$$H=\begin{pmatrix}0&v&v\\ v&D&w\\ v&w&D\end{pmatrix},\qquad v\neq0,$$

where determinant 0 is the initiator, at energy zero. Determinants 1 and 2 are noninitiators at energy $D$, coupled to the initiator by $v$ and to each other by $w$. For $v=D=1$ and $w=1/2$ the lowest eigenvalue is about $-0.851$, but deleting $w$ gives $-1$, which is too low. For $w=-1/2$ the exact value is about $-1.186$, and the same $-1$ is too high.

Let $E$ and $E_0$ be the lowest eigenvalues before and after the deletion. For real $v\ne0$ and $w\le D$,

$$E_0<E\iff w>0,\qquad E<E_0\iff w<0.$$

This includes the case $D>0$, $|w|<D$.

## Discarded spawns in FCIQMC

In a time step $\tau$, walkers with amplitude $c_2$ on determinant 2 contribute $-\tau w c_2$ to determinant 1 on average. The initiator rule discards this spawn if determinant 1 is empty. The model discards it always, in both directions, and keeps all spawning to and from determinant 0. The projected energy $v(c_1+c_2)/c_0$, evaluated on the truncated ground vector, is then $E_0$. In this three-determinant model, the initiator error therefore has no fixed sign.

## From the symmetry between the noninitiators to the sign rule

In the next equations $E$ stands for any eigenvalue of $H$, not only the lowest. The rows of $Hx=Ex$ are

$$v(x_1+x_2)=Ex_0,\quad vx_0+Dx_1+wx_2=Ex_1,\quad vx_0+wx_1+Dx_2=Ex_2.$$

Subtracting the last two gives $(E-D+w)(x_1-x_2)=0$. Either $E=D-w$, or $x_1=x_2$. In the second case $2vx_1=Ex_0$ and $vx_0=(E-D-w)x_1$. Here $x_0\ne0$, since otherwise $x$ would vanish. Multiplying the second relation by $2v$ and inserting the first gives

$$E^2=(D+w)E+2v^2.$$

Conversely, these energies have the normalised eigenvectors $(0,1,-1)/\sqrt2$ and $(2v,E,E)/\sqrt{4v^2+2E^2}$.

With $a=D+w$, the lower root is

$$\varepsilon(a)=\tfrac12\left(a-\sqrt{a^2+8v^2}\right)<0.$$

It increases strictly with $a$. For $a<b$, put $e=\varepsilon(a)$ and $f=\varepsilon(b)$. Multiplying the equation for $e$ by $f$, that for $f$ by $e$, and subtracting gives

$$ef(b-a)+(e-f)(2v^2+ef)=0.$$

Since $ef>0$, the first term is positive, so $e<f$.

Hence the lowest eigenvalue, again called $E$ from here on, is $E=\min\{\varepsilon(D+w),\,D-w\}$. At $w=0$ the minimum is $E_0=\varepsilon(D)$, because $\sqrt{D^2+8v^2}\ge-D$ gives $\varepsilon(D)\le D$. Comparing the two energies,

$$E_0<E\iff 0<w<D-E_0,\qquad E<E_0\iff w<0\ \text{or}\ w>D-E_0.$$

If $w\le D$, then $E_0<0$ gives $w<D-E_0$, and only the sign of $w$ remains.

In the limiting case $w=D-E_0$ the error vanishes. For $v=D=1$ this happens at $w=2$; at $w=3$ truncation raises the energy from $-2$ to $-1$.

## The Lean file

```lean
import Mathlib

open Matrix

namespace InitiatorError

noncomputable section

/-- The Hamiltonian of one initiator (index 0, energy zero) coupled by `v` to two
noninitiators of energy `D`, which are coupled to each other by `w`. -/
def hamiltonian (v D w : ℝ) : Matrix (Fin 3) (Fin 3) ℝ :=
  !![0, v, v; v, D, w; v, w, D]

/-- Initiator truncation: every coupling between two different noninitiators
(indices other than 0) is deleted. -/
def truncate (A : Matrix (Fin 3) (Fin 3) ℝ) : Matrix (Fin 3) (Fin 3) ℝ :=
  Matrix.of fun i j => if i ≠ j ∧ i ≠ 0 ∧ j ≠ 0 then 0 else A i j

/-- `E` is an eigenvalue of `A`, with a nonzero real eigenvector. -/
def IsEigenvalue (A : Matrix (Fin 3) (Fin 3) ℝ) (E : ℝ) : Prop :=
  ∃ x : Fin 3 → ℝ, x ≠ 0 ∧ A *ᵥ x = E • x

/-- `E` is the lowest eigenvalue of `A`. -/
def IsGroundEnergy (A : Matrix (Fin 3) (Fin 3) ℝ) (E : ℝ) : Prop :=
  IsEigenvalue A E ∧ ∀ e, IsEigenvalue A e → E ≤ e

/-- The lower root of `E² = a E + 2 v²`, where `a` is the energy of the symmetric
combination of the two noninitiators. -/
def symmetricEnergy (v a : ℝ) : ℝ := (a - √(a ^ 2 + 8 * v ^ 2)) / 2

/-- Truncating the model Hamiltonian sets `w` to zero and changes nothing else. -/
theorem truncate_hamiltonian (v D w : ℝ) :
    truncate (hamiltonian v D w) = hamiltonian v D 0 := by
  ext i j
  fin_cases i <;> fin_cases j <;> simp [truncate, hamiltonian]

/-- For `v ≠ 0`, the eigenvalues are the antisymmetric level `D - w` and the roots of the
secular equation of the symmetric sector. -/
theorem secular_equation {v D w E : ℝ} (hv : v ≠ 0) :
    IsEigenvalue (hamiltonian v D w) E ↔
      E = D - w ∨ E ^ 2 = (D + w) * E + 2 * v ^ 2 := by
  constructor
  · rintro ⟨x, hx, h⟩
    have h0 : v * x 1 + v * x 2 = E * x 0 := by
      simpa [hamiltonian, Matrix.mulVec, dotProduct, Fin.sum_univ_three] using congrFun h 0
    have h1 : v * x 0 + D * x 1 + w * x 2 = E * x 1 := by
      simpa [hamiltonian, Matrix.mulVec, dotProduct, Fin.sum_univ_three] using congrFun h 1
    have h2 : v * x 0 + w * x 1 + D * x 2 = E * x 2 := by
      simpa [hamiltonian, Matrix.mulVec, dotProduct, Fin.sum_univ_three] using congrFun h 2
    by_cases hE : E = D - w
    · exact Or.inl hE
    · right
      -- away from the antisymmetric level the two noninitiator amplitudes agree
      have h12 : x 1 = x 2 :=
        mul_left_cancel₀ (sub_ne_zero.mpr hE) (by linear_combination h2 - h1)
      have hx0 : x 0 ≠ 0 := by
        intro hz
        have hx2 : x 2 = 0 := mul_left_cancel₀ hv
          (by linear_combination (1 / 2) * h0 + (E / 2) * hz - (v / 2) * h12)
        apply hx
        funext i
        fin_cases i <;> simp [hz, h12, hx2]
      exact mul_right_cancel₀ hx0
        (by linear_combination -(E - D - w) * h0 - v * h1 - v * h2)
  · rintro (h | h)
    · subst h
      refine ⟨![0, 1, -1], fun hz => by simpa using congrFun hz 1, ?_⟩
      ext i
      fin_cases i <;>
        simp [hamiltonian, Matrix.mulVec, dotProduct, Fin.sum_univ_three] <;> ring
    · refine ⟨![2 * v, E, E], fun hz => hv (by simpa using congrFun hz 0), ?_⟩
      ext i
      fin_cases i
      · simp [hamiltonian, Matrix.mulVec, dotProduct, Fin.sum_univ_three]
        ring
      · simp [hamiltonian, Matrix.mulVec, dotProduct, Fin.sum_univ_three]
        linear_combination -h
      · simp [hamiltonian, Matrix.mulVec, dotProduct, Fin.sum_univ_three]
        linear_combination -h

/-- The symmetric energy solves the secular equation and is its lowest solution. -/
theorem symmetricEnergy_lowest_root (v a : ℝ) :
    symmetricEnergy v a ^ 2 = a * symmetricEnergy v a + 2 * v ^ 2 ∧
      ∀ e, e ^ 2 = a * e + 2 * v ^ 2 → symmetricEnergy v a ≤ e := by
  unfold symmetricEnergy
  constructor
  · have hs := Real.sq_sqrt (show 0 ≤ a ^ 2 + 8 * v ^ 2 by positivity)
    linear_combination hs / 4
  · intro e he
    have hsq : (a - 2 * e) ^ 2 ≤ a ^ 2 + 8 * v ^ 2 := by linarith
    have hs := (le_abs_self _).trans (Real.abs_le_sqrt hsq)
    linarith

/-- For `v ≠ 0`, the symmetric energy lies below the energy zero of the initiator. -/
theorem symmetricEnergy_neg {v : ℝ} (hv : v ≠ 0) (a : ℝ) : symmetricEnergy v a < 0 := by
  have hp : 0 < v ^ 2 := by positivity
  have hs : a < √(a ^ 2 + 8 * v ^ 2) := Real.lt_sqrt_of_sq_lt (by linarith)
  unfold symmetricEnergy
  linarith

/-- For `v ≠ 0`, the symmetric energy rises strictly with the energy `a` of the symmetric
combination of noninitiators. -/
theorem symmetricEnergy_strictMono {v : ℝ} (hv : v ≠ 0) :
    StrictMono (symmetricEnergy v) := by
  intro a b hab
  have he := (symmetricEnergy_lowest_root v a).1
  have hf := (symmetricEnergy_lowest_root v b).1
  have hprod := mul_pos_of_neg_of_neg (symmetricEnergy_neg hv a) (symmetricEnergy_neg hv b)
  by_contra hcon
  have hle := not_lt.mp hcon
  generalize symmetricEnergy v a = e at *
  generalize symmetricEnergy v b = f at *
  -- eliminating the squares leaves a vanishing sum of a positive and a nonnegative term
  have hsum : e * f * (b - a) + (e - f) * (2 * v ^ 2 + e * f) = 0 := by
    linear_combination f * he - e * hf
  have hpos : 0 < e * f * (b - a) := mul_pos hprod (sub_pos.mpr hab)
  have hnonneg : 0 ≤ (e - f) * (2 * v ^ 2 + e * f) :=
    mul_nonneg (sub_nonneg.mpr hle) (by positivity)
  linarith

/-- For `v ≠ 0`, the ground energy is the smaller of the symmetric energy and the
antisymmetric level `D - w`. -/
theorem groundEnergy_hamiltonian {v : ℝ} (hv : v ≠ 0) (D w : ℝ) :
    IsGroundEnergy (hamiltonian v D w) (min (symmetricEnergy v (D + w)) (D - w)) := by
  constructor
  · rw [secular_equation hv]
    rcases min_choice (symmetricEnergy v (D + w)) (D - w) with h | h
    · rw [h]
      exact Or.inr (symmetricEnergy_lowest_root v (D + w)).1
    · exact Or.inl h
  · intro e he
    rcases (secular_equation hv).mp he with h | h
    · exact (min_le_right _ _).trans h.ge
    · exact (min_le_left _ _).trans ((symmetricEnergy_lowest_root v (D + w)).2 e h)

/-- For `v ≠ 0`, the ground energy after truncation is the symmetric energy at `a = D`. -/
theorem groundEnergy_truncate {v : ℝ} (hv : v ≠ 0) (D w : ℝ) :
    IsGroundEnergy (truncate (hamiltonian v D w)) (symmetricEnergy v D) := by
  have hle : symmetricEnergy v D ≤ D := by
    have hsq : D ^ 2 ≤ D ^ 2 + 8 * v ^ 2 := by nlinarith [sq_nonneg v]
    have hs := (neg_le_abs D).trans (Real.abs_le_sqrt hsq)
    unfold symmetricEnergy
    linarith
  have h := groundEnergy_hamiltonian hv D 0
  rw [add_zero, sub_zero, min_eq_left hle] at h
  rwa [truncate_hamiltonian]

/-- Let `v ≠ 0`, and let `E` and `E₀` be the ground energies before and after truncation.
Truncation lowers the energy exactly when `0 < w < D - E₀`, and raises it exactly when
`w < 0` or `w > D - E₀`. -/
theorem initiator_error_sign {v D w E E₀ : ℝ} (hv : v ≠ 0)
    (hE : IsGroundEnergy (hamiltonian v D w) E)
    (hE₀ : IsGroundEnergy (truncate (hamiltonian v D w)) E₀) :
    (E₀ < E ↔ 0 < w ∧ w < D - E₀) ∧ (E < E₀ ↔ w < 0 ∨ D - E₀ < w) := by
  have g := groundEnergy_hamiltonian hv D w
  have g₀ := groundEnergy_truncate hv D w
  -- lowest eigenvalues are unique, so both energies are known in closed form
  have e1 : E = min (symmetricEnergy v (D + w)) (D - w) :=
    le_antisymm (hE.2 _ g.1) (g.2 _ hE.1)
  have e2 : E₀ = symmetricEnergy v D := le_antisymm (hE₀.2 _ g₀.1) (g₀.2 _ hE₀.1)
  rw [e1, e2, lt_min_iff, min_lt_iff, (symmetricEnergy_strictMono hv).lt_iff_lt,
    (symmetricEnergy_strictMono hv).lt_iff_lt]
  constructor
  · constructor
    · rintro ⟨h1, h2⟩
      constructor <;> linarith
    · rintro ⟨h1, h2⟩
      constructor <;> linarith
  · constructor
    · rintro (h | h)
      · left; linarith
      · right; linarith
    · rintro (h | h)
      · left; linarith
      · right; linarith

/-- For `v ≠ 0` and `w ≤ D`, truncation lowers the ground energy exactly when `w > 0` and
raises it exactly when `w < 0`. -/
theorem initiator_error_sign_of_le {v D w E E₀ : ℝ} (hv : v ≠ 0) (hw : w ≤ D)
    (hE : IsGroundEnergy (hamiltonian v D w) E)
    (hE₀ : IsGroundEnergy (truncate (hamiltonian v D w)) E₀) :
    (E₀ < E ↔ 0 < w) ∧ (E < E₀ ↔ w < 0) := by
  have hneg : E₀ < 0 :=
    (hE₀.2 _ (groundEnergy_truncate hv D w).1).trans_lt (symmetricEnergy_neg hv D)
  obtain ⟨h1, h2⟩ := initiator_error_sign hv hE hE₀
  rw [h1, h2]
  constructor
  · exact ⟨fun h => h.1, fun h => ⟨h, by linarith⟩⟩
  · exact ⟨fun h => h.resolve_right (by linarith), Or.inl⟩

/-- At `v = D = 1` and `w = 3`, truncation raises the ground energy from `-2` to `-1`
although `w` is positive. -/
theorem strong_coupling_reversal :
    IsGroundEnergy (hamiltonian 1 1 3) (-2) ∧
      IsGroundEnergy (truncate (hamiltonian 1 1 3)) (-1) := by
  rw [truncate_hamiltonian]
  refine ⟨⟨(secular_equation one_ne_zero).mpr (Or.inl (by norm_num)), fun e he => ?_⟩,
    ⟨(secular_equation one_ne_zero).mpr (Or.inr (by norm_num)), fun e he => ?_⟩⟩
  · rcases (secular_equation one_ne_zero).mp he with h | h
    · linarith
    · nlinarith [sq_nonneg e]
  · rcases (secular_equation one_ne_zero).mp he with h | h
    · linarith
    · nlinarith [sq_nonneg (e + 1)]

end

end InitiatorError
```

```lean
#print axioms InitiatorError.groundEnergy_truncate
#print axioms InitiatorError.initiator_error_sign_of_le
#print axioms InitiatorError.strong_coupling_reversal
```

```
'InitiatorError.groundEnergy_truncate' depends on axioms: [propext, Classical.choice, Quot.sound]
'InitiatorError.initiator_error_sign_of_le' depends on axioms: [propext, Classical.choice, Quot.sound]
'InitiatorError.strong_coupling_reversal' depends on axioms: [propext, Classical.choice, Quot.sound]
```

## What is guaranteed for the three-determinant matrix

`hamiltonian v D w` is $H$, with indices 0, 1, 2 as above. `truncate` zeroes the entries between different noninitiators and keeps the diagonal. `IsGroundEnergy A E` says that `E` has a nonzero real eigenvector and lies at or below every other such eigenvalue. `initiator_error_sign` states the full criterion for any two such energies, and `initiator_error_sign_of_le` adds `w ≤ D` to obtain the sign rule.

`secular_equation` reads off the three rows and combines them with `linear_combination`. `symmetricEnergy_lowest_root`, `symmetricEnergy_neg` and `symmetricEnergy_strictMono` establish the properties of $\varepsilon$, the last by contradiction from the displayed identity. The two `groundEnergy_` theorems supply the minima. The main theorem identifies `E` and `E₀` with them by `le_antisymm`, then splits the comparison with `lt_min_iff` and `min_lt_iff`. `strong_coupling_reversal` checks the example at $w=3$.

The condition $v\ne0$ means that the initiator couples to the noninitiators. At $v=0$, $D=1$, $w=1/2$ both ground energies are zero, and the sign rule fails. The sign of $w$ has this meaning because both couplings to the initiator equal $v$; reversing the phase of one noninitiator would change the sign of $w$ and of one $v$.

The theorems concern a fixed symmetric deletion. They say nothing about population-dependent initiator status, sampling noise or larger determinant spaces.
